# Virial scaling of the total energy in a Coulomb potential under dilation

## Definitions and conventions

Configuration space $E$ is a real normed space of finite dimension $d$ with a translation-invariant measure $dx$, which is Lebesgue measure up to a constant factor. For $\psi:E\to\mathbb C$, a finite family of directions $e_i\in E$ and a potential $W:E\to\mathbb R$, with $\hbar=m=1$,
$$T[\psi]=\int\sum_i\tfrac12|\partial_{e_i}\psi|^2\,dx,\qquad V[\psi]=\int|\psi|^2W\,dx,\qquad \mathcal E=T+V .$$
The dilation by $s>0$ is $\psi_s(x)=s^{d/2}\psi(sx)$, and $W$ has degree $-1$ if $W(sx)=W(x)/s$ for all $s>0$ and $x$. For $N$ electrons at $x_0,\dots,x_{N-1}\in\mathbb R^3$ and a nucleus of charge $Z$ at the origin, $d=3N$, the directions are the $3N$ Cartesian ones, and in units with $e^2/(4\pi\varepsilon_0)=1$
$$W=-Z\sum_i\frac1{|x_i|}+\sum_i\sum_{j>i}\frac1{|x_i-x_j|}.$$

## The identity

Let $W$ have degree $-1$, let $\psi$ be differentiable almost everywhere, and write $T=T[\psi]$ and $V=V[\psi]$. If $T>0$ and $V<0$, then $\mathcal E[\psi_s]=s^2T+sV$ has its unique minimum $-V^2/(4T)$ over $s>0$ at $s_0=-V/(2T)$, and $2T[\psi_{s_0}]+V[\psi_{s_0}]=0$. If $T>0$ and no dilation lowers $\mathcal E[\psi]$, then $2T+V=0$ and $\mathcal E[\psi]=-T$.

No normalisation is assumed. If $n=\int|\psi|^2dx$ is finite, the expectation values are $T/n$ and $V/n$, the scale $s_0$ is unchanged, and the minimal energy is $-V^2/(4Tn)$.

## Use in a code

When $T>0$ and $V<0$ are expectation values in a wave function of an all-electron, non-relativistic atom with a point nucleus, the ratio $-V/T=2$ serves as a diagnostic, and the one-parameter rescaling $\zeta\to s_0\zeta$ of all Slater exponents (or $\alpha\to s_0^2\alpha$ of all Gaussian ones), for functions centred on the nucleus and with the coefficients of the normalised basis functions held fixed, lowers the energy by $T(1-s_0)^2=(2T+V)^2/(4T)$. Every trial state with $T>0$ and $V<0$ reaches the ratio 2 after rescaling, so the ratio tests the length scale only.

## Derivation

The substitution $y=sx$ gives $\int s^d g(sx)\,dx=\int g(y)\,dy$ for a real function $g$. With $g=|\psi|^2$ the norm is preserved. Since $W(x)=sW(sx)$,
$$V[\psi_s]=\int s^d\,s\,|\psi(sx)|^2W(sx)\,dx=sV .$$
The chain rule gives $\partial_{e_i}\psi_s(x)=s^{d/2}\,s\,(\partial_{e_i}\psi)(sx)$, so
$$T[\psi_s]=\int s^d\,s^2\sum_i\tfrac12|(\partial_{e_i}\psi)(sx)|^2dx=s^2T .$$
Because $-2s_0T=V$ and $s_0^2T=V^2/(4T)$, one has $T(s-s_0)^2=s^2T+sV+V^2/(4T)$, that is
$$s^2T+sV=-\frac{V^2}{4T}+T(s-s_0)^2 .$$
The last term is positive unless $s=s_0$, and $s_0>0$ because $V<0$. At $s_0$, $2s_0^2T+s_0V=V^2/(2T)-V^2/(2T)=0$.

Now let $T>0$ and suppose that no dilation lowers the energy. If $V\ge0$, replacing $s$ by $s/2$ lowers it by $\tfrac34s^2T+\tfrac12sV>0$, which at $s=1$ is a contradiction. So $V<0$. Then $s=1$ is a minimiser, uniqueness gives $s_0=1$, hence $2T+V=0$ and $\mathcal E=T-2T=-T$.

The smallest atom with $T>0$ is $N=1$, where the pair sum is empty; for $N=0$ there are no directions and $T=0$. Take $Z=1$ and $\psi=(\zeta^3/\pi)^{1/2}e^{-\zeta r}$ with $r=|x_0|$, for which $T=\zeta^2/2$ and $V=-\zeta$. At $\zeta=2$ one has $T=2$, $V=-2$, $\mathcal E=0$, $s_0=\tfrac12$ and minimum $-4/8=-\tfrac12$. The rescaled state has exponent 1, with $s_0^2T=\tfrac12$ and $s_0V=-1$. This example, the exponent rule and the division by $n$ are ordinary algebra and integration, not theorems of the file below.

## The Lean file

```lean
import Mathlib

open MeasureTheory Module

namespace CoulombVirialScaling

noncomputable section

/-- The scaled Coulomb energy `s² T + s V`. -/
def scaledEnergy (T V s : ℝ) : ℝ := s ^ 2 * T + s * V

/-- The scale factor `-V / (2T)`. -/
def optimalScale (T V : ℝ) : ℝ := -V / (2 * T)

/-- For `T > 0` and `V < 0` the scale `s₀ = -V/(2T)` is positive, gives the energy `-V²/(4T)`,
lies strictly below every other scale in energy, and satisfies `2 s₀² T + s₀ V = 0`. -/
theorem scaledEnergy_min {T V : ℝ} (hT : 0 < T) (hV : V < 0) :
    0 < optimalScale T V ∧ scaledEnergy T V (optimalScale T V) = -V ^ 2 / (4 * T) ∧
    (∀ s, s ≠ optimalScale T V → -V ^ 2 / (4 * T) < scaledEnergy T V s) ∧
    2 * (optimalScale T V ^ 2 * T) + optimalScale T V * V = 0 := by
  have hT' : T ≠ 0 := hT.ne'
  -- completing the square
  have key : ∀ s, scaledEnergy T V s = -V ^ 2 / (4 * T) + T * (s - optimalScale T V) ^ 2 := by
    intro s
    unfold scaledEnergy optimalScale
    field_simp
    ring
  refine ⟨div_pos (neg_pos.2 hV) (by positivity), ?_, fun s hs => ?_, ?_⟩
  · rw [key]
    ring
  · have h : 0 < (s - optimalScale T V) ^ 2 :=
      lt_of_le_of_ne (sq_nonneg _) (pow_ne_zero 2 (sub_ne_zero.2 hs)).symm
    have h2 := mul_pos hT h
    rw [key]
    linarith
  · unfold optimalScale
    field_simp
    ring

/-- For `T > 0` and `V ≥ 0`, halving any positive scale strictly lowers the scaled energy. -/
theorem scaledEnergy_half_lt {T V s : ℝ} (hT : 0 < T) (hV : 0 ≤ V) (hs : 0 < s) :
    scaledEnergy T V (s / 2) < scaledEnergy T V s := by
  unfold scaledEnergy
  nlinarith [mul_pos (pow_pos hs 2) hT, mul_nonneg hs.le hV]

variable {E : Type*} [NormedAddCommGroup E] [NormedSpace ℝ E] [FiniteDimensional ℝ E]
  [MeasurableSpace E] [BorelSpace E] {ι : Type*} [Fintype ι]

/-- The dilated wave function `ψ_s(x) = s^(d/2) ψ(s x)` on a configuration space of
dimension `d`. -/
def dilate (s : ℝ) (ψ : E → ℂ) : E → ℂ := fun x => √(s ^ finrank ℝ E) • ψ (s • x)

/-- Kinetic energy `∫ ∑ᵢ |∂ᵢψ|² / 2`, with derivatives along the directions `e i`. -/
def kinetic (μ : Measure E) (e : ι → E) (ψ : E → ℂ) : ℝ :=
  ∫ x, ∑ i, ‖fderiv ℝ ψ x (e i)‖ ^ 2 / 2 ∂μ

/-- Potential energy `∫ |ψ|² W`. -/
def potential (μ : Measure E) (W : E → ℝ) (ψ : E → ℂ) : ℝ := ∫ x, ‖ψ x‖ ^ 2 * W x ∂μ

/-- Total energy, kinetic plus potential. -/
def energy (μ : Measure E) (e : ι → E) (W : E → ℝ) (ψ : E → ℂ) : ℝ :=
  kinetic μ e ψ + potential μ W ψ

/-- The potential `W` is homogeneous of degree `-1`: `W(s x) = W(x) / s` for `s > 0`. -/
def CoulombHomogeneous (W : E → ℝ) : Prop := ∀ s : ℝ, 0 < s → ∀ x, W (s • x) = s⁻¹ * W x

/-- Configurations of `N` electrons in three-dimensional space. -/
abbrev Config (N : ℕ) := Fin N → EuclideanSpace ℝ (Fin 3)

/-- Coulomb potential of `N` electrons around a nucleus of charge `Z` at the origin:
attraction to the nucleus plus pair repulsion. -/
def atomPotential (N : ℕ) (Z : ℝ) (x : Config N) : ℝ :=
  -Z * ∑ i, ‖x i‖⁻¹ + ∑ i, ∑ j ∈ Finset.Ioi i, ‖x i - x j‖⁻¹

/-- The `3N` Cartesian unit directions: electron `p.1` displaced along axis `p.2`. -/
def cartesian (N : ℕ) : Fin N × Fin 3 → Config N :=
  fun p i => if i = p.1 then EuclideanSpace.basisFun (Fin 3) ℝ p.2 else 0

/-- The atomic Coulomb potential is homogeneous of degree `-1`. -/
theorem coulombHomogeneous_witness (N : ℕ) (Z : ℝ) : CoulombHomogeneous (atomPotential N Z) := by
  intro s hs x
  simp only [atomPotential, Pi.smul_apply, ← smul_sub, norm_smul, Real.norm_of_nonneg hs.le,
    mul_inv, ← Finset.mul_sum]
  ring

variable (μ : Measure E) [μ.IsAddHaarMeasure]

/-- Change of variables under a dilation: `∫ s^d g(s x) dx = ∫ g(y) dy` for `s > 0`. -/
theorem integral_dilation (g : E → ℝ) {s : ℝ} (hs : 0 < s) :
    ∫ x, s ^ finrank ℝ E * g (s • x) ∂μ = ∫ y, g y ∂μ := by
  have hd : 0 < s ^ finrank ℝ E := pow_pos hs _
  rw [integral_const_mul, Measure.integral_comp_smul μ g s, abs_of_pos (inv_pos.2 hd),
    smul_eq_mul, ← mul_assoc, mul_inv_cancel₀ hd.ne', one_mul]

/-- The dilation of a normalised wave function is normalised. -/
theorem dilate_normalised {ψ : E → ℂ} (hψ : ∫ x, ‖ψ x‖ ^ 2 ∂μ = 1) {s : ℝ} (hs : 0 < s) :
    ∫ x, ‖dilate s ψ x‖ ^ 2 ∂μ = 1 := by
  have hc : √(s ^ finrank ℝ E) ^ 2 = s ^ finrank ℝ E := Real.sq_sqrt (pow_pos hs _).le
  simp only [dilate, norm_smul, mul_pow, Real.norm_eq_abs, sq_abs, hc]
  exact (integral_dilation μ (fun y => ‖ψ y‖ ^ 2) hs).trans hψ

/-- In a potential homogeneous of degree `-1`, dilation by `s` multiplies the potential
energy by `s`. -/
theorem potential_dilate {W : E → ℝ} (hW : CoulombHomogeneous W) (ψ : E → ℂ) {s : ℝ}
    (hs : 0 < s) : potential μ W (dilate s ψ) = s * potential μ W ψ := by
  have hc : √(s ^ finrank ℝ E) ^ 2 = s ^ finrank ℝ E := Real.sq_sqrt (pow_pos hs _).le
  have hx : ∀ x, W x = s * W (s • x) := fun x => by
    rw [hW s hs x, ← mul_assoc, mul_inv_cancel₀ hs.ne', one_mul]
  calc potential μ W (dilate s ψ)
      = ∫ x, s ^ finrank ℝ E * (s * (‖ψ (s • x)‖ ^ 2 * W (s • x))) ∂μ := by
        refine integral_congr_ae (ae_of_all _ fun x => ?_)
        simp only [dilate, norm_smul, mul_pow, Real.norm_eq_abs, sq_abs, hc]
        rw [hx x]
        ring
    _ = ∫ y, s * (‖ψ y‖ ^ 2 * W y) ∂μ :=
        integral_dilation μ (fun y => s * (‖ψ y‖ ^ 2 * W y)) hs
    _ = s * potential μ W ψ := integral_const_mul _ _

/-- For a wave function differentiable almost everywhere, dilation by `s` multiplies the
kinetic energy by `s²`. -/
theorem kinetic_dilate (e : ι → E) {ψ : E → ℂ} (hψ : ∀ᵐ x ∂μ, DifferentiableAt ℝ ψ x) {s : ℝ}
    (hs : 0 < s) : kinetic μ e (dilate s ψ) = s ^ 2 * kinetic μ e ψ := by
  have hc : √(s ^ finrank ℝ E) ^ 2 = s ^ finrank ℝ E := Real.sq_sqrt (pow_pos hs _).le
  -- a dilation maps null sets to null sets
  have hae : ∀ᵐ x ∂μ, DifferentiableAt ℝ ψ (s • x) := by
    apply ae_of_ae_map (f := fun x : E => s • x) (p := fun y => DifferentiableAt ℝ ψ y)
      (continuous_const_smul s).measurable.aemeasurable
    rw [Measure.map_addHaar_smul μ hs.ne']
    exact Measure.ae_smul_measure hψ _
  calc kinetic μ e (dilate s ψ)
      = ∫ x, s ^ finrank ℝ E * (s ^ 2 * ∑ i, ‖fderiv ℝ ψ (s • x) (e i)‖ ^ 2 / 2) ∂μ := by
        refine integral_congr_ae (hae.mono fun x hx => ?_)
        -- chain rule: each derivative brings down one factor `s`
        have h1 : HasFDerivAt (fun y : E => s • y) (s • ContinuousLinearMap.id ℝ E) x :=
          (hasFDerivAt_id x).const_smul s
        have h2 := HasFDerivAt.comp x (f := fun y : E => s • y) (g := ψ) hx.hasFDerivAt h1
        have h3 : HasFDerivAt (dilate s ψ) (√(s ^ finrank ℝ E) •
            (fderiv ℝ ψ (s • x)).comp (s • ContinuousLinearMap.id ℝ E)) x :=
          (h2.const_smul (√(s ^ finrank ℝ E) : ℝ)).congr_of_eventuallyEq
            (Filter.Eventually.of_forall fun y => rfl)
        have hv : ∀ v, fderiv ℝ (dilate s ψ) x v
            = √(s ^ finrank ℝ E) • s • fderiv ℝ ψ (s • x) v := fun v => by
          rw [h3.fderiv, ← map_smul (fderiv ℝ ψ (s • x)) s v]
          rfl
        simp only [Finset.mul_sum, hv, norm_smul, mul_pow, Real.norm_eq_abs, sq_abs, hc]
        exact Finset.sum_congr rfl fun i _ => by ring
    _ = ∫ y, s ^ 2 * ∑ i, ‖fderiv ℝ ψ y (e i)‖ ^ 2 / 2 ∂μ :=
        integral_dilation μ (fun y => s ^ 2 * ∑ i, ‖fderiv ℝ ψ y (e i)‖ ^ 2 / 2) hs
    _ = s ^ 2 * kinetic μ e ψ := integral_const_mul _ _

/-- Virial scaling: if `ψ` is differentiable almost everywhere and has kinetic energy `T > 0` and potential energy `V < 0` in a
potential of degree `-1`, the energy of `ψ_s` over `s > 0` has its unique minimum `-V²/(4T)`
at `s₀ = -V/(2T)`, where twice the kinetic plus the potential energy of `ψ_s₀` vanishes. -/
theorem virial_scaling (e : ι → E) {W : E → ℝ} (hW : CoulombHomogeneous W) {ψ : E → ℂ}
    (hψ : ∀ᵐ x ∂μ, DifferentiableAt ℝ ψ x) {T V : ℝ} (hkin : kinetic μ e ψ = T)
    (hpot : potential μ W ψ = V) (hT : 0 < T) (hV : V < 0) :
    0 < optimalScale T V ∧ energy μ e W (dilate (optimalScale T V) ψ) = -V ^ 2 / (4 * T) ∧
    (∀ s, 0 < s → s ≠ optimalScale T V → -V ^ 2 / (4 * T) < energy μ e W (dilate s ψ)) ∧
    2 * kinetic μ e (dilate (optimalScale T V) ψ)
      + potential μ W (dilate (optimalScale T V) ψ) = 0 := by
  obtain ⟨h0, h1, h2, h3⟩ := scaledEnergy_min hT hV
  have hE : ∀ s, 0 < s → energy μ e W (dilate s ψ) = scaledEnergy T V s := fun s hs => by
    rw [energy, kinetic_dilate μ e hψ hs, potential_dilate μ hW ψ hs, hkin, hpot, scaledEnergy]
  refine ⟨h0, (hE _ h0).trans h1, fun s hs hne => (h2 s hne).trans_eq (hE s hs).symm, ?_⟩
  rw [kinetic_dilate μ e hψ h0, potential_dilate μ hW ψ h0, hkin, hpot]
  exact h3

/-- Virial relation for a minimiser under dilation: in a potential homogeneous of degree `-1`,
an almost everywhere differentiable state with positive kinetic energy `T` whose energy is lowered by no
dilation satisfies `2T + V = 0`, and its energy equals `-T`. -/
theorem virial_theorem (e : ι → E) {W : E → ℝ} (hW : CoulombHomogeneous W) {ψ : E → ℂ}
    (hψ : ∀ᵐ x ∂μ, DifferentiableAt ℝ ψ x) (hT : 0 < kinetic μ e ψ)
    (hmin : ∀ s, 0 < s → energy μ e W ψ ≤ energy μ e W (dilate s ψ)) :
    2 * kinetic μ e ψ + potential μ W ψ = 0 ∧ energy μ e W ψ = -kinetic μ e ψ := by
  have hE : ∀ s, 0 < s → scaledEnergy (kinetic μ e ψ) (potential μ W ψ) 1
      ≤ scaledEnergy (kinetic μ e ψ) (potential μ W ψ) s := fun s hs => by
    have h := hmin s hs
    rw [energy, energy, kinetic_dilate μ e hψ hs, potential_dilate μ hW ψ hs] at h
    unfold scaledEnergy
    linarith
  -- the potential energy must be negative, else `s = 1/2` would lower the energy
  have hV : potential μ W ψ < 0 := by
    by_contra h
    exact absurd (hE (1 / 2) (by norm_num))
      (not_le.2 (scaledEnergy_half_lt hT (not_lt.1 h) one_pos))
  obtain ⟨h0, h1, h2, h3⟩ := scaledEnergy_min hT hV
  -- uniqueness of the minimiser forces the optimal scale to be one
  have hone : 1 = optimalScale (kinetic μ e ψ) (potential μ W ψ) := by
    by_contra h
    exact absurd ((hE _ h0).trans_eq h1) (not_le.2 (h2 1 h))
  rw [← hone] at h3
  unfold energy
  constructor <;> linarith

/-- Virial relation for a minimiser under dilation in the `N`-electron atomic potential: an
almost everywhere differentiable state with positive kinetic energy `T` whose
energy is lowered by no dilation has `2T + V = 0` and energy `-T`. -/
theorem virial_theorem_atom (N : ℕ) (Z : ℝ) (ν : Measure (Config N)) [ν.IsAddHaarMeasure]
    {ψ : Config N → ℂ} (hψ : ∀ᵐ x ∂ν, DifferentiableAt ℝ ψ x)
    (hT : 0 < kinetic ν (cartesian N) ψ)
    (hmin : ∀ s, 0 < s → energy ν (cartesian N) (atomPotential N Z) ψ
      ≤ energy ν (cartesian N) (atomPotential N Z) (dilate s ψ)) :
    2 * kinetic ν (cartesian N) ψ + potential ν (atomPotential N Z) ψ = 0 ∧
    energy ν (cartesian N) (atomPotential N Z) ψ = -kinetic ν (cartesian N) ψ :=
  virial_theorem ν (cartesian N) (coulombHomogeneous_witness N Z) hψ hT hmin

end

end CoulombVirialScaling
```

```lean
#print axioms CoulombVirialScaling.dilate_normalised
#print axioms CoulombVirialScaling.virial_scaling
#print axioms CoulombVirialScaling.virial_theorem_atom
```

```
'CoulombVirialScaling.dilate_normalised' depends on axioms: [propext, Classical.choice, Quot.sound]
'CoulombVirialScaling.virial_scaling' depends on axioms: [propext, Classical.choice, Quot.sound]
'CoulombVirialScaling.virial_theorem_atom' depends on axioms: [propext, Classical.choice, Quot.sound]
```

## Reading the statements and proofs

`dilate`, `kinetic`, `potential`, `energy` and `CoulombHomogeneous` are the definitions above, with $d$ as `finrank ℝ E`, $dx$ as `μ` under `μ.IsAddHaarMeasure`, and $\partial_{e_i}\psi(x)$ as `fderiv ℝ ψ x (e i)`. The expression `-V ^ 2 / (4 * T)` means $-(V^2)/(4T)$. The hypothesis `hψ` asks for differentiability almost everywhere, which admits the cusp in the example. `virial_scaling` has four conclusions: $s_0>0$, the energy at $s_0$, the strict inequality for every other $s>0$, and the virial relation at $s_0$. `virial_theorem` replaces $V<0$ by `hmin`, the assumption $\mathcal E[\psi]\le\mathcal E[\psi_s]$ for all $s>0$, and concludes $2T+V=0$ and $\mathcal E=-T$. `virial_theorem_atom` inserts `atomPotential N Z` and `cartesian N`, using `coulombHomogeneous_witness`, which pulls $s^{-1}$ out of each inverse distance. At $x_i=0$ or $x_i=x_j$, where the formula for $W$ is undefined, Lean reads $0^{-1}$ as $0$; these points form a null set and do not affect the integrals.

In `scaledEnergy_min` the completed square is `key`, from which value and strict inequality follow. `scaledEnergy_half_lt` is the halving estimate. `integral_dilation` is the substitution, with Jacobian from `Measure.integral_comp_smul`, and `dilate_normalised` applies it to a state of norm 1. In `potential_dilate`, `hx` is $W(x)=sW(sx)$. In `kinetic_dilate`, `hae` transfers differentiability to the points $sx$, since a dilation preserves null sets, and `hv` is the chain-rule formula. `virial_scaling` rewrites the energy as `scaledEnergy T V s` in `hE` and takes over the four algebraic facts. In `virial_theorem`, `hV` excludes $V\ge0$ with $s=\tfrac12$ and `hone` gives $s_0=1$.

## Scope

`hmin` is assumed, not derived from the Schrödinger equation. No Hamiltonian operator or eigenstate appears, so the virial relation for arbitrary stationary states, excited ones included, is a different statement. Optimising coefficients in a fixed basis does not supply `hmin`, as such a basis is in general not closed under dilation.

Lean assigns 0 to the integral of a non-integrable function, so $T>0$ and $V<0$ (assumed, or derived as `hV`) also force both integrands to be integrable. The kinetic energy is the gradient form with pointwise derivatives. Its agreement with $-\tfrac12\int\bar\psi\,\nabla^2\psi\,dx$ is not treated, and for a $\psi$ with jumps it is not the physical kinetic energy. Spin and antisymmetry are absent. Molecules with clamped nuclei, pseudopotentials and periodic cells do not give a potential of degree $-1$ in the electron coordinates, and quadrature and rounding errors in $T$ and $V$ are not modelled.
